# On the antiferromagnetic four-site spin-½ Heisenberg ring, the Néel energy −J lies above the lowest Sz = 0 eigenvalue −2J

## How much energy does the alternating configuration miss?

I represent the broken-symmetry determinant by its spin pattern alone: four spins-½ on fixed sites, up, down, up, down, with no orbitals left to optimise. With \(H=J\sum_i \mathbf s_i\cdot\mathbf s_{i+1}\) on a ring and \(J>0\), this Néel configuration should have energy \(-J\), while the lowest level with total \(S_z=0\) should be \(-2J\). Can both numbers be derived by hand, and can the whole argument be checked by machine, including the claim that nothing in the sector lies lower?

## Neighbour exchanges and a sum of squares

Yes. Spins are in units of ħ, and \(J\) is the antiferromagnetic exchange coupling, an energy postulated here rather than derived from electrons.

For two different sites, the transverse terms \(s^x_is^x_j+s^y_is^y_j\) cancel on parallel spins and give half the exchanged configuration on antiparallel ones. The term \(s^z_is^z_j\) gives \(+\tfrac14\) or \(-\tfrac14\). With \(P_{ij}\) the exchange of the two spins, both cases read

\[
\mathbf s_i\cdot\mathbf s_j=\tfrac12P_{ij}-\tfrac14,\qquad
H=J\Big(\tfrac12\sum_{i}P_{i,i+1}-1\Big).
\]

Let \(m,n\) be the amplitudes of ↑↓↑↓ and ↓↑↓↑, and \(p,q,r,t\) those of ↑↑↓↓, ↓↑↑↓, ↓↓↑↑ and ↑↓↓↑. Each of the four neighbour exchanges turns a Néel configuration into one of the other four configurations. Each of those is left alone by two neighbour exchanges and sent to the two Néel configurations by the other two. Hence

\[
(H\psi)_m=J\Big(\frac{p+q+r+t}{2}-m\Big),\qquad (H\psi)_p=\frac{J(m+n)}{2},
\]

with the same forms for \(n\) and for \(q,r,t\). Setting \(m=1\) and the rest to zero gives the Néel expectation \(-J\). For a general state with total \(S_z=0\), which has amplitudes on these six configurations only,

\[
\langle H\rangle=J\big(\mathrm{Re}[\overline{(m+n)}(p+q+r+t)]-|m|^2-|n|^2\big),
\]

where \(\langle H\rangle=\langle\psi|H|\psi\rangle\) is not divided by \(\langle\psi|\psi\rangle\). Adding \(2J\langle\psi|\psi\rangle\) and completing squares,

\[
\langle H\rangle+2J\langle\psi|\psi\rangle
=J\Big(\tfrac12|m-n|^2+2\!\!\sum_{x\in\{p,q,r,t\}}\!\Big|x+\frac{m+n}{4}\Big|^2\Big)\ge0 .
\]

An eigenstate therefore has \(E\ge-2J\). All squares vanish for \(m=n=2\), \(p=q=r=t=-1\), and the formulas for \(H\psi\) confirm the eigenvalue \(-2J\). Normalised, the amplitudes are \(1/\sqrt3\) and \(-1/(2\sqrt3)\).

The smallest analogue is a single bond \(J\,\mathbf s_1\cdot\mathbf s_2\): ↑↓ has energy \(-J/4\), the singlet \(-3J/4\).

## What the Lean statement says

A `State` assigns a complex amplitude to each of the 16 configurations, with sites numbered 0 to 3. `ringH` is built from the spin components and counts each bond once. The condition `totalSz ψ = 0` selects the sector, and `braket` is the inner product.

The final theorem, `neel_energy_and_lowest_eigenvalue`, assumes `0 < J`. It says that `neel` is normalised, lies in the sector and has expectation \(-J\), and that \(-2J\) is the least real \(E\) with a nonzero eigenvector there. `IsLeast` means both that \(-2J\) is attained and that it is a lower bound. A negative \(J\) would break this: the equal-amplitude state in the sector has energy \(J<-2J\).

The model contains no orbitals, charge fluctuations or self-consistent field. For these four localised spins, it shows that the energy of a broken-symmetry configuration can lie above the lowest level of its \(S_z\) sector: here the gap is \(J\). The Néel configuration is not an eigenstate, although its energy \(-J\) happens to be an eigenvalue too: by the formulas above, \(m=1\), \(n=-1\) with the other amplitudes zero is an eigenstate at \(-J\).

```lean
import Mathlib

open scoped ComplexConjugate

namespace HeisenbergRing

noncomputable section

/-- A configuration of the four sites; `true` is spin up and `false` is spin down. -/
abbrev Config := Fin 4 → Bool

/-- A state of the four spins, given by its complex amplitudes on the configurations. -/
abbrev State := Config → ℂ

/-- The sign of a spin: `1` for up and `-1` for down. -/
def sgn (b : Bool) : ℤ := if b then 1 else -1

/-- The configuration with the spin on site `i` reversed. -/
def flipSpin (i : Fin 4) (σ : Config) : Config := Function.update σ i (!σ i)

/-- The configuration with the spins on sites `i` and `j` exchanged. -/
def swapSpins (i j : Fin 4) (σ : Config) : Config := fun k => σ (Equiv.swap i j k)

/-- The x component of the spin on site `i`, in units of ħ. -/
def sx (i : Fin 4) (ψ : State) : State := fun σ => 1 / 2 * ψ (flipSpin i σ)

/-- The y component of the spin on site `i`, in units of ħ. -/
def sy (i : Fin 4) (ψ : State) : State :=
  fun σ => -(Complex.I / 2) * (sgn (σ i) : ℂ) * ψ (flipSpin i σ)

/-- The z component of the spin on site `i`, in units of ħ. -/
def sz (i : Fin 4) (ψ : State) : State := fun σ => (sgn (σ i) : ℂ) / 2 * ψ σ

/-- The scalar product `s_i · s_j` of two spin operators. -/
def bond (i j : Fin 4) (ψ : State) : State :=
  fun σ => sx i (sx j ψ) σ + sy i (sy j ψ) σ + sz i (sz j ψ) σ

/-- The Heisenberg Hamiltonian `J ∑ s_i · s_{i+1}`, with site indices modulo four. -/
def ringH (J : ℝ) (ψ : State) : State := fun σ => (J : ℂ) * ∑ i : Fin 4, bond i (i + 1) ψ σ

/-- The z component of the total spin. -/
def totalSz (ψ : State) : State := fun σ => ∑ i : Fin 4, sz i ψ σ

/-- The inner product of two states. -/
def braket (φ ψ : State) : ℂ := ∑ σ : Config, conj (φ σ) * ψ σ

/-- The configurations with as many spins up as down. -/
def zeroSector : Finset Config := Finset.univ.filter (fun σ => ∑ i : Fin 4, sgn (σ i) = 0)

/-- The Néel state: the single configuration up, down, up, down. -/
def neel : State := fun σ => if σ = ![true, false, true, false] then 1 else 0

/-- Integer amplitudes: 2 on the two alternating configurations, -1 on the other four
configurations with two spins up, and 0 elsewhere. -/
def amp (σ : Config) : ℤ := if σ ∈ zeroSector then (if σ 0 = σ 2 then 2 else -1) else 0

/-- The unnormalised state with the amplitudes `amp`. -/
def groundState : State := fun σ => (amp σ : ℂ)

/-- The operators on one site obey the spin commutation relation `[sx, sy] = i sz`. -/
theorem spin_commutator (i : Fin 4) (ψ : State) :
    sx i (sy i ψ) - sy i (sx i ψ) = Complex.I • sz i ψ := by
  have hf : ∀ (i : Fin 4) (σ : Config), flipSpin i (flipSpin i σ) = σ ∧
      sgn (flipSpin i σ i) = -sgn (σ i) := by decide +kernel
  funext σ
  simp only [sx, sy, sz, Pi.sub_apply, Pi.smul_apply, smul_eq_mul, (hf i σ).1, (hf i σ).2]
  push_cast
  ring

/-- On two different sites, `s_i · s_j` is half the exchange of the two spins minus one quarter. -/
theorem bond_eq_exchange (i j : Fin 4) (hij : i ≠ j) (ψ : State) (σ : Config) :
    bond i j ψ σ = 1 / 2 * ψ (swapSpins i j σ) - 1 / 4 * ψ σ := by
  -- parallel spins are unchanged by the exchange, antiparallel spins are both reversed
  have key : ∀ (i j : Fin 4) (σ : Config), i ≠ j → sgn (flipSpin i σ j) = sgn (σ j) ∧
      ((sgn (σ i) * sgn (σ j) = 1 ∧ swapSpins i j σ = σ) ∨
       (sgn (σ i) * sgn (σ j) = -1 ∧ swapSpins i j σ = flipSpin j (flipSpin i σ))) := by
    decide +kernel
  obtain ⟨h1, ⟨h2, h3⟩ | ⟨h2, h3⟩⟩ := key i j σ hij
  · have h4 : (sgn (σ i) : ℂ) * (sgn (σ j) : ℂ) = 1 := by exact_mod_cast h2
    simp only [bond, sx, sy, sz, h1, h3]
    linear_combination (ψ σ / 4 - ψ (flipSpin j (flipSpin i σ)) / 4) * h4 +
      ((sgn (σ i) : ℂ) * (sgn (σ j) : ℂ) * ψ (flipSpin j (flipSpin i σ)) / 4) * Complex.I_sq
  · have h4 : (sgn (σ i) : ℂ) * (sgn (σ j) : ℂ) = -1 := by exact_mod_cast h2
    simp only [bond, sx, sy, sz, h1, h3]
    linear_combination (ψ σ / 4 - ψ (flipSpin j (flipSpin i σ)) / 4) * h4 +
      ((sgn (σ i) : ℂ) * (sgn (σ j) : ℂ) * ψ (flipSpin j (flipSpin i σ)) / 4) * Complex.I_sq

/-- The Hamiltonian sums half of the four neighbour exchanges and subtracts the identity,
all multiplied by `J`. -/
theorem ringH_apply (J : ℝ) (ψ : State) (a b c d : Bool) :
    ringH J ψ ![a, b, c, d] = (J : ℂ) * ((ψ ![b, a, c, d] + ψ ![a, c, b, d] +
      ψ ![a, b, d, c] + ψ ![d, b, c, a]) / 2 - ψ ![a, b, c, d]) := by
  have e : ∀ a b c d : Bool, swapSpins 0 1 ![a, b, c, d] = ![b, a, c, d] ∧
      swapSpins 1 2 ![a, b, c, d] = ![a, c, b, d] ∧
      swapSpins 2 3 ![a, b, c, d] = ![a, b, d, c] ∧
      swapSpins 3 0 ![a, b, c, d] = ![d, b, c, a] := by decide +kernel
  obtain ⟨e0, e1, e2, e3⟩ := e a b c d
  unfold ringH
  rw [Fin.sum_univ_four]
  change (J : ℂ) * (bond 0 1 ψ _ + bond 1 2 ψ _ + bond 2 3 ψ _ + bond 3 0 ψ _) = _
  rw [bond_eq_exchange 0 1 (by decide), bond_eq_exchange 1 2 (by decide),
    bond_eq_exchange 2 3 (by decide), bond_eq_exchange 3 0 (by decide), e0, e1, e2, e3]
  ring

/-- Exactly six configurations have as many spins up as down. -/
theorem zeroSector_eq : zeroSector = {![true, false, true, false], ![false, true, false, true],
    ![true, true, false, false], ![false, true, true, false],
    ![false, false, true, true], ![true, false, false, true]} ∧ zeroSector.card = 6 := by
  decide +kernel

/-- A state has total Sz = 0 exactly when its amplitudes vanish outside `zeroSector`. -/
theorem totalSz_eq_zero_iff (ψ : State) :
    totalSz ψ = 0 ↔ ∀ σ, σ ∉ zeroSector → ψ σ = 0 := by
  have h : ∀ σ, totalSz ψ σ = ((∑ i : Fin 4, sgn (σ i) : ℤ) : ℂ) / 2 * ψ σ := by
    intro σ
    simp only [totalSz, sz]
    rw [Int.cast_sum, Finset.sum_div, Finset.sum_mul]
  constructor
  · intro h0 σ hσ
    have h1 : totalSz ψ σ = 0 := congrFun h0 σ
    rw [h] at h1
    have h2 : (∑ i : Fin 4, sgn (σ i)) ≠ 0 :=
      fun e => hσ (Finset.mem_filter.2 ⟨Finset.mem_univ _, e⟩)
    exact (mul_eq_zero.1 h1).resolve_left (div_ne_zero (Int.cast_ne_zero.2 h2) two_ne_zero)
  · intro hs
    funext σ
    rw [h]
    by_cases hσ : σ ∈ zeroSector
    · have e : ∑ i : Fin 4, sgn (σ i) = 0 := (Finset.mem_filter.1 hσ).2
      rw [e]
      simp
    · rw [hs σ hσ]
      simp

/-- For `J ≥ 0`, every state with total Sz = 0 satisfies `⟨ψ|H|ψ⟩ ≥ -2J ⟨ψ|ψ⟩`. -/
theorem energy_lower_bound (J : ℝ) (hJ : 0 ≤ J) (ψ : State) (hψ : totalSz ψ = 0) :
    -2 * J * (braket ψ ψ).re ≤ (braket ψ (ringH J ψ)).re := by
  have hs := (totalSz_eq_zero_iff ψ).1 hψ
  -- inner products reduce to sums over the six configurations
  have hsum : ∀ φ : State, braket ψ φ = ∑ σ ∈ zeroSector, conj (ψ σ) * φ σ := by
    intro φ
    refine (Finset.sum_subset (Finset.subset_univ _) ?_).symm
    intro σ _ h
    rw [hs σ h, map_zero, zero_mul]
  have six : ∀ f : Config → ℂ, ∑ σ ∈ zeroSector, f σ =
      f ![true, false, true, false] + (f ![false, true, false, true] +
      (f ![true, true, false, false] + (f ![false, true, true, false] +
      (f ![false, false, true, true] + f ![true, false, false, true])))) := by
    intro f
    rw [zeroSector_eq.1, Finset.sum_insert, Finset.sum_insert, Finset.sum_insert,
      Finset.sum_insert, Finset.sum_insert, Finset.sum_singleton]
    all_goals decide +kernel
  rw [hsum, hsum, six, six]
  simp only [ringH_apply]
  generalize ψ ![true, false, true, false] = m
  generalize ψ ![false, true, false, true] = n
  generalize ψ ![true, true, false, false] = p
  generalize ψ ![false, true, true, false] = q
  generalize ψ ![false, false, true, true] = r
  generalize ψ ![true, false, false, true] = t
  -- the difference of the two sides is a sum of squares
  have sos : 0 ≤ J * (Complex.normSq (m - n) / 2 + 2 * (Complex.normSq (p + (m + n) / 4) +
      Complex.normSq (q + (m + n) / 4) + Complex.normSq (r + (m + n) / 4) +
      Complex.normSq (t + (m + n) / 4))) := by
    have h := Complex.normSq_nonneg
    have h1 := h (m - n)
    have h2 := h (p + (m + n) / 4)
    have h3 := h (q + (m + n) / 4)
    have h4 := h (r + (m + n) / 4)
    have h5 := h (t + (m + n) / 4)
    exact mul_nonneg hJ (by linarith)
  simp only [Complex.normSq_apply, Complex.add_re, Complex.add_im, Complex.sub_re,
    Complex.sub_im, Complex.div_ofNat_re, Complex.div_ofNat_im] at sos
  simp only [Complex.add_re, Complex.add_im, Complex.sub_re, Complex.sub_im, Complex.mul_re,
    Complex.mul_im, Complex.conj_re, Complex.conj_im, Complex.ofReal_re, Complex.ofReal_im,
    Complex.div_ofNat_re, Complex.div_ofNat_im]
  linarith

/-- The state `groundState` is an eigenstate of the ring with energy `-2J`. -/
theorem groundState_energy (J : ℝ) :
    ringH J groundState = ((-2 * J : ℝ) : ℂ) • groundState := by
  have h : ∀ a b c d : Bool, amp ![b, a, c, d] + amp ![a, c, b, d] + amp ![a, b, d, c] +
      amp ![d, b, c, a] = -2 * amp ![a, b, c, d] := by decide +kernel
  funext σ
  have hσ : σ = ![σ 0, σ 1, σ 2, σ 3] := by
    funext k
    fin_cases k <;> rfl
  rw [hσ, Pi.smul_apply, smul_eq_mul, ringH_apply]
  have hc := congrArg (fun z : ℤ => (z : ℂ)) (h (σ 0) (σ 1) (σ 2) (σ 3))
  push_cast at hc
  simp only [groundState]
  push_cast
  linear_combination (J : ℂ) / 2 * hc

/-- For `J ≠ 0` the Néel state is not an eigenstate of the ring. -/
theorem neel_not_eigenstate (J : ℝ) (hJ : J ≠ 0) (E : ℂ) : ringH J neel ≠ E • neel := by
  intro h
  -- compare amplitudes after one neighbour exchange
  have h1 := congrFun h ![false, true, true, false]
  rw [ringH_apply, Pi.smul_apply, smul_eq_mul] at h1
  have a1 : neel ![true, false, true, false] = 1 := if_pos rfl
  have a2 : neel ![false, true, true, false] = 0 := if_neg (by decide)
  have a3 : neel ![false, true, false, true] = 0 := if_neg (by decide)
  rw [a1, a2, a3] at h1
  have h2 : (J : ℂ) = 0 := by linear_combination 2 * h1
  exact hJ (Complex.ofReal_eq_zero.1 h2)

/-- For `J > 0`, the Néel state is normalised, has total Sz = 0 and energy expectation `-J`,
while the lowest eigenvalue of the ring in the sector of total Sz = 0 is `-2J`. -/
theorem neel_energy_and_lowest_eigenvalue (J : ℝ) (hJ : 0 < J) :
    (totalSz neel = 0 ∧ braket neel neel = 1 ∧ braket neel (ringH J neel) = -(J : ℂ)) ∧
    IsLeast {E : ℝ | ∃ ψ : State, ψ ≠ 0 ∧ totalSz ψ = 0 ∧ ringH J ψ = (E : ℂ) • ψ}
      (-2 * J) := by
  have a1 : neel ![true, false, true, false] = 1 := if_pos rfl
  have hb : ∀ φ : State, braket neel φ = φ ![true, false, true, false] := by
    intro φ
    unfold braket
    rw [Finset.sum_eq_single ![true, false, true, false]]
    · rw [a1, map_one, one_mul]
    · intro σ _ hσ
      have h0 : neel σ = 0 := if_neg hσ
      rw [h0, map_zero, zero_mul]
    · intro h
      exact absurd (Finset.mem_univ _) h
  refine ⟨⟨?_, ?_, ?_⟩, ?_, ?_⟩
  · refine (totalSz_eq_zero_iff neel).2 fun σ hσ => if_neg ?_
    rintro rfl
    exact hσ (by decide +kernel)
  · rw [hb, a1]
  · have a2 : neel ![false, true, true, false] = 0 := if_neg (by decide)
    have a3 : neel ![true, true, false, false] = 0 := if_neg (by decide)
    have a4 : neel ![true, false, false, true] = 0 := if_neg (by decide)
    have a5 : neel ![false, false, true, true] = 0 := if_neg (by decide)
    rw [hb, ringH_apply, a1, a2, a3, a4, a5]
    ring
  · refine ⟨groundState, ?_, ?_, groundState_energy J⟩
    · intro h
      have h1 : (amp ![true, false, true, false] : ℂ) = 0 := congrFun h _
      have h2 : amp ![true, false, true, false] = 2 := by decide +kernel
      rw [h2] at h1
      norm_num at h1
    · refine (totalSz_eq_zero_iff groundState).2 fun σ hσ => ?_
      have h0 : amp σ = 0 := if_neg hσ
      simp only [groundState, h0, Int.cast_zero]
  · -- the variational bound applied to an eigenstate
    rintro E ⟨ψ, hne, hψ, hE⟩
    have hlow := energy_lower_bound J hJ.le ψ hψ
    have hs : braket ψ ((E : ℂ) • ψ) = (E : ℂ) * braket ψ ψ := by
      simp only [braket, Pi.smul_apply, smul_eq_mul, Finset.mul_sum]
      exact Finset.sum_congr rfl fun σ _ => by ring
    have hn : braket ψ ψ = ((∑ σ : Config, Complex.normSq (ψ σ) : ℝ) : ℂ) := by
      rw [Complex.ofReal_sum]
      exact Finset.sum_congr rfl fun σ _ => Complex.normSq_eq_conj_mul_self.symm
    obtain ⟨σ, hσ⟩ := Function.ne_iff.1 hne
    have hpos : 0 < ∑ σ : Config, Complex.normSq (ψ σ) :=
      Finset.sum_pos' (fun _ _ => Complex.normSq_nonneg _)
        ⟨σ, Finset.mem_univ _, Complex.normSq_pos.2 hσ⟩
    rw [hE, hs, hn, Complex.re_ofReal_mul, Complex.ofReal_re] at hlow
    exact le_of_mul_le_mul_right hlow hpos

end

end HeisenbergRing
```

```lean
#print axioms HeisenbergRing.spin_commutator
#print axioms HeisenbergRing.neel_not_eigenstate
#print axioms HeisenbergRing.neel_energy_and_lowest_eigenvalue
```

```
'HeisenbergRing.spin_commutator' depends on axioms: [propext, Classical.choice, Quot.sound]
'HeisenbergRing.neel_not_eigenstate' depends on axioms: [propext, Classical.choice, Quot.sound]
'HeisenbergRing.neel_energy_and_lowest_eigenvalue' depends on axioms: [propext, Classical.choice, Quot.sound]
```

## From single spins to the lowest level

`spin_commutator` checks \([s^x,s^y]=is^z\) on each site. `bond_eq_exchange` separates parallel from antiparallel spins; `decide +kernel` settles the finite combinatorics and `linear_combination` the algebra. `ringH_apply` then gives the action of \(H\).

`zeroSector_eq` lists the six configurations, and `totalSz_eq_zero_iff` identifies the sector with the states supported on them. In `energy_lower_bound`, the `generalize` steps introduce \(m,n,p,q,r,t\), `sos` is the sum of squares above, and `linarith` compares real and imaginary parts.

`groundState_energy` reduces the eigenvalue equation to an integer identity on all configurations. `neel_not_eigenstate` looks at ↓↑↑↓, where \(H\) produces amplitude \(J/2\) but the Néel state has none. The final theorem evaluates the Néel expectation, supplies `groundState` as the eigenvector, and divides the variational bound by the positive squared norm of an arbitrary eigenstate in the sector.
